# Orthonormal orbitals span a symmetry-invariant shell exactly when their one-particle density matrix is invariant

Take finitely many orthonormal complex orbitals $f_i$ on a finite set of sites, and a group acting on the sites. The theorem `invariantShell_iff` says that the span of the orbitals is mapped into itself by every $\varphi(x) \mapsto \varphi(g^{-1}x)$ exactly when $\gamma(gx, gy) = \gamma(x, y)$ for all $g$, $x$ and $y$, where $\gamma(x,y) = \sum_i f_i(x)\overline{f_i(y)}$ is the density matrix with each orbital counted once. From an invariant span, the proof reaches the invariance of $\gamma$ by using that $\gamma$ acts as the identity on the span and is Hermitian. For the converse, it writes the moved function $\varphi(g^{-1}x)$ as an explicit linear combination of the orbitals.

An attempt in Lean 4 with a fault in it:

```lean
import Mathlib

open ComplexConjugate

namespace InvariantShellIff

noncomputable section

variable {ι X : Type*} [Fintype ι]

/-- The one-particle density matrix `γ(x,y) = ∑ i, f i x * conj (f i y)` of the orbitals `f`. -/
def densityMatrix (f : ι → X → ℂ) (x y : X) : ℂ := ∑ i, f i x * conj (f i y)

/-- The orbitals are orthonormal for the sum over sites. -/
def OrthonormalOrbitals [Fintype X] [DecidableEq ι] (f : ι → X → ℂ) : Prop :=
  ∀ i j, ∑ x, conj (f i x) * f j x = if i = j then 1 else 0

/-- The span of the orbitals is mapped into itself by the induced action
`φ(x) ↦ φ(g⁻¹ x)` of every group element. -/
def InvariantShell (G : Type*) {κ Y : Type*} [Group G] [MulAction G Y]
    (f : κ → Y → ℂ) : Prop :=
  ∀ g : G, ∀ φ ∈ Submodule.span ℂ (Set.range f),
    (fun x => φ (g⁻¹ • x)) ∈ Submodule.span ℂ (Set.range f)

/-- The density matrix is Hermitian. -/
theorem densityMatrix_conj (f : ι → X → ℂ) (x y : X) :
    conj (densityMatrix f x y) = densityMatrix f y x := by
  simp only [densityMatrix, map_sum, map_mul, Complex.conj_conj]
  exact Finset.sum_congr rfl fun i _ => mul_comm _ _

/-- Each column of the density matrix is a function in the span of the orbitals. -/
theorem column_mem (f : ι → X → ℂ) (y : X) :
    (fun x => densityMatrix f x y) ∈ Submodule.span ℂ (Set.range f) := by
  have h : (fun x => densityMatrix f x y) = ∑ i, conj (f i y) • f i := by
    funext x
    simp only [densityMatrix, Finset.sum_apply, Pi.smul_apply, smul_eq_mul]
    exact Finset.sum_congr rfl fun i _ => mul_comm _ _
  rw [h]
  exact Submodule.sum_mem _ fun i _ =>
    Submodule.smul_mem _ _ (Submodule.subset_span ⟨i, rfl⟩)

variable [Fintype X] [DecidableEq ι]

/-- For orthonormal orbitals the density matrix acts as the identity on their span. -/
theorem densityMatrix_reproduces {f : ι → X → ℂ} (hf : OrthonormalOrbitals f)
    {φ : X → ℂ} (hφ : φ ∈ Submodule.span ℂ (Set.range f)) (x : X) :
    ∑ z, densityMatrix f x z * φ z = φ x := by
  induction hφ using Submodule.span_induction with
  | mem φ h =>
    obtain ⟨j, rfl⟩ := h
    have key : ∀ i, ∑ z, f i x * conj (f i z) * f j z
        = f i x * (if i = j then 1 else 0) := by
      intro i
      rw [← hf i j, Finset.mul_sum]
      exact Finset.sum_congr rfl fun z _ => mul_assoc _ _ _
    simp only [densityMatrix, Finset.sum_mul]
    rw [Finset.sum_comm]
    simp only [key]
    simp
  | zero => simp
  | add φ ψ _ _ h1 h2 =>
    simp only [Pi.add_apply, mul_add, Finset.sum_add_distrib, h1, h2]
  | smul c φ _ h =>
    simp only [Pi.smul_apply, smul_eq_mul]
    rw [← h, Finset.mul_sum]
    exact Finset.sum_congr rfl fun z _ => by ring

/-- Orthonormal orbitals span an invariant shell exactly when their density matrix is
unchanged by moving both sites with the same group element. -/
theorem invariantShell_iff {G : Type*} [Group G] [MulAction G X] {f : ι → X → ℂ}
    (hf : OrthonormalOrbitals f) :
    InvariantShell G f ↔
      ∀ (g : G) (x y : X), densityMatrix f (g • x) (g • y) = densityMatrix f x y := by
  constructor
  · intro h g y x
    -- the projector leaves the moved density matrix alone
    have h1 : ∑ z, densityMatrix f y z * densityMatrix f (g • z) (g • x)
        = densityMatrix f (g • y) (g • x) := by
      have h0 := h g⁻¹ _ (column_mem f (g • x))
      simp only [inv_inv] at h0
      exact densityMatrix_reproduces hf h0 y
    -- and the moved projector leaves the original one alone
    have h2 : ∑ z, densityMatrix f (g • x) (g • z) * densityMatrix f z y
        = densityMatrix f x y := by
      have h0 := densityMatrix_reproduces hf (h g _ (column_mem f y)) (g • x)
      rw [← Equiv.sum_comp (MulAction.toPerm g)] at h0
      simpa only [MulAction.toPerm_apply, inv_smul_smul] using h0
    -- Hermiticity joins the two relations
    have h3 := congrArg (starRingEnd ℂ) h2
    simp only [map_sum, map_mul, densityMatrix_conj] at h3
    exact h1.symm.trans ((Finset.sum_congr rfl fun z _ => mul_comm _ _).trans h3)
  · intro h g φ hφ
    have e : (fun x => φ (g⁻¹ • x))
        = ∑ i, (∑ z, conj (f i (g • z)) * φ z) • f i := by
      funext x
      rw [← densityMatrix_reproduces hf hφ (g⁻¹ • x)]
      have hm : ∀ z, densityMatrix f (g⁻¹ • x) z = densityMatrix f x (g • z) := by
        intro z
        rw [← h g (g⁻¹ • x) z, smul_inv_smul]
      simp only [hm, densityMatrix, Finset.sum_apply, Pi.smul_apply, smul_eq_mul,
        Finset.sum_mul]
      rw [Finset.sum_comm]
      exact Finset.sum_congr rfl fun i _ => Finset.sum_congr rfl fun z _ => by ring
    rw [e]
    exact Submodule.sum_mem _ fun i _ =>
      Submodule.smul_mem _ _ (Submodule.subset_span ⟨i, rfl⟩)

end

end InvariantShellIff
```

Messages:

```
Try this:
  [apply] ring_nf
  
  The `ring` tactic failed to close the goal. Use `ring_nf` to obtain a normal form.
    
  Note that `ring` works primarily in *commutative* rings. If you have a noncommutative ring, abelian group or module, consider using `noncomm_ring`, `abel` or `module` instead.
Main.lean:103:76: error: unsolved goals
ι : Type u_1
X : Type u_2
inst✝⁴ : Fintype ι
inst✝³ : Fintype X
inst✝² : DecidableEq ι
G : Type u_3
inst✝¹ : Group G
inst✝ : MulAction G X
f : ι → X → ℂ
hf : OrthonormalOrbitals f
h : ∀ (g : G) (x y : X), densityMatrix f (g • x) (g • y) = densityMatrix f x y
g : G
φ : X → ℂ
hφ : φ ∈ Submodule.span ℂ (Set.range f)
x : X
hm : ∀ (z : X), densityMatrix f (g⁻¹ • x) z = densityMatrix f x (g • z)
i : ι
x✝¹ : i ∈ Finset.univ
z : X
x✝ : z ∈ Finset.univ
⊢ f i (g⁻¹ • x) * (starRingEnd ℂ) (f i z) * φ z = φ z * (starRingEnd ℂ) (f i (g • z)) * f i x
Main.lean:100:17: warning: This simp argument is unused:
  hm

Hint: Omit it from the simp argument list.
  [apply] simp only [densityMatrix, Finset.sum_apply, Pi.smul_apply, smul_eq_mul, Finset.sum_mul]

Note: This linter can be disabled with `set_option linter.unusedSimpArgs false`
```

The mended proof, as a diff:

```diff
@@ -98,5 +98,6 @@
         intro z
         rw [← h g (g⁻¹ • x) z, smul_inv_smul]
-      simp only [hm, densityMatrix, Finset.sum_apply, Pi.smul_apply, smul_eq_mul,
+      simp only [hm]
+      simp only [densityMatrix, Finset.sum_apply, Pi.smul_apply, smul_eq_mul,
         Finset.sum_mul]
       rw [Finset.sum_comm]
```

What went wrong. The error is in the converse. There `hm` should turn `densityMatrix f (g⁻¹ • x) z` into `densityMatrix f x (g • z)`, but the same `simp only` call also has leave to unfold `densityMatrix`. The unfolding came first and left nothing for `hm` to match, which is why the linter reports `hm` as unused.

The later steps then compare the two sums term by term, and `ring` is left with an equation for a single orbital `i`, with `g⁻¹ • x` and `z` on one side and `x` and `g • z` on the other. Algebra alone cannot prove this, and the hypothesis `h` gives invariance only for the sum over all orbitals, not for each term. The suggestion to use `ring_nf` only reports that `ring` did not close the goal.

The repair runs `simp only [hm]` first, while `densityMatrix` is still folded, and unfolds it in a second call. Both sides then have the orbitals at the same points, and the terms differ only in the order and grouping of their factors, which `ring` can settle.
